# In an s-dσ model, octahedral ligands couple to eg and leave t2g at the bare d energy

Leave the √3 out of the xy entry of an s-d hopping table, and a bond along (1,1,0)/√2 couples to the d shell with squared strength 1/2 instead of 1. The computed levels then depend on how the molecule is oriented. The correct vector has norm 1 for every unit direction, and summing over an octahedron gives the eg–t2g splitting of this non-interacting, σ-only model.

For u = (u₀,u₁,u₂) = (l,m,n), `sd u` is the vector v(u), with components 0 to 4 in the order xy, yz, zx, x²−y², 3z²−r².

In Lean 4 with Mathlib:

```lean
import Mathlib

open Matrix

namespace SlaterKosterSD

noncomputable section

/-- The Slater-Koster s-d sigma vector for direction cosines `u = (l, m, n)`, with the
d orbitals in the order xy, yz, zx, x²-y², 3z²-r². -/
def sd (u : Fin 3 → ℝ) : Fin 5 → ℝ :=
  ![Real.sqrt 3 * u 0 * u 1, Real.sqrt 3 * u 1 * u 2, Real.sqrt 3 * u 2 * u 0,
    Real.sqrt 3 / 2 * (u 0 ^ 2 - u 1 ^ 2), u 2 ^ 2 - (u 0 ^ 2 + u 1 ^ 2) / 2]
```

## Identical ligands that do not hop to each other

The ligands have directions rᵢ. Each carries one s orbital of energy εs, and the d shell has energy εd. The constant V is the two-centre integral between an s orbital and the d orbital pointing along the bond; a single V means equivalent ligands at equal distance. Write M = Σᵢ v(rᵢ)v(rᵢ)ᵀ (`sigmaMatrix`) and T for `hopping`, with Tᵢₖ = V vₖ(rᵢ).

```lean
/-- The six directions from the metal to the ligands of an octahedron. -/
def octahedron : Fin 6 → Fin 3 → ℝ :=
  ![![1, 0, 0], ![-1, 0, 0], ![0, 1, 0], ![0, -1, 0], ![0, 0, 1], ![0, 0, -1]]

/-- The four directions from the metal to the ligands of a tetrahedron; `√3 / 3` is the absolute
value of each direction cosine. -/
def tetrahedron : Fin 4 → Fin 3 → ℝ :=
  ![![Real.sqrt 3 / 3, Real.sqrt 3 / 3, Real.sqrt 3 / 3],
    ![Real.sqrt 3 / 3, -(Real.sqrt 3 / 3), -(Real.sqrt 3 / 3)],
    ![-(Real.sqrt 3 / 3), Real.sqrt 3 / 3, -(Real.sqrt 3 / 3)],
    ![-(Real.sqrt 3 / 3), -(Real.sqrt 3 / 3), Real.sqrt 3 / 3]]

variable {ι : Type*} [Fintype ι] [DecidableEq ι]

/-- The sum of `v vᵀ` over a ligand shell with directions `r`, where `v` is the s-d vector. -/
def sigmaMatrix (r : ι → Fin 3 → ℝ) : Matrix (Fin 5) (Fin 5) ℝ :=
  Matrix.of fun i j => ∑ k, sd (r k) i * sd (r k) j

/-- The hopping matrix between the ligand s orbitals and the metal d orbitals, with
two-centre integral `V`. -/
def hopping (V : ℝ) (r : ι → Fin 3 → ℝ) : Matrix ι (Fin 5) ℝ :=
  Matrix.of fun i k => V * sd (r i) k

/-- The tight-binding Hamiltonian of one d shell (energy `εd`) and its ligand s orbitals
(energy `εs`), in an orthonormal basis and without ligand-ligand hopping. -/
def hamiltonian (εd εs V : ℝ) (r : ι → Fin 3 → ℝ) : Matrix (Fin 5 ⊕ ι) (Fin 5 ⊕ ι) ℝ :=
  Matrix.fromBlocks (Matrix.diagonal fun _ => εd) (hopping V r)ᵀ
    (hopping V r) (Matrix.diagonal fun _ => εs)
```

`hamiltonian` builds in an orthonormal basis and a common εs. The elimination below uses both, when the number E − εs moves past Tᵀ (`Matrix.mulVec_smul`). With ligand-ligand hopping, a matrix would stand in its place. Ligand p orbitals and π bonding are absent.

## Directions of unit length

The unit-length conditions `hu` and `hr` say that the inputs are direction cosines. The addition formula does not need them. Multiplying out,

v(u)·v(w) = 3(u₀u₁w₀w₁ + u₁u₂w₁w₂ + u₂u₀w₂w₀) + ¾(u₀²−u₁²)(w₀²−w₁²) + (u₂²−(u₀²+u₁²)/2)(w₂²−(w₀²+w₁²)/2).

The last two products add up to (3Σᵢuᵢ²wᵢ² − |u|²|w|²)/2, so

v(u)·v(w) = (3(u·w)² − |u|²|w|²)/2.

In `sd_addition`, `linear_combination` does this expansion using √3² = 3.

```lean
/-- The overlap of the s-d vectors of two directions depends only on the lengths of the
directions and their scalar product. -/
theorem sd_addition (u w : Fin 3 → ℝ) :
    sd u ⬝ᵥ sd w = (3 * (u ⬝ᵥ w) ^ 2 - (u ⬝ᵥ u) * (w ⬝ᵥ w)) / 2 := by
  have h : Real.sqrt 3 ^ 2 = 3 := Real.sq_sqrt (by norm_num)
  simp only [dotProduct, Fin.sum_univ_five, Fin.sum_univ_three, sd, Matrix.cons_val]
  linear_combination (u 0 * u 1 * w 0 * w 1 + u 1 * u 2 * w 1 * w 2 + u 2 * u 0 * w 2 * w 0
    + (u 0 ^ 2 - u 1 ^ 2) * (w 0 ^ 2 - w 1 ^ 2) / 4) * h
```

Setting w = u gives |v(u)|² = |u|⁴, which is 1 for a unit vector. A bond vector of length 2 left unnormalised would give 16.

```lean
/-- For a unit direction the s-d vector has norm one. -/
theorem sd_norm (u : Fin 3 → ℝ) (hu : u ⬝ᵥ u = 1) : sd u ⬝ᵥ sd u = 1 := by
  rw [sd_addition, hu]
  norm_num
```

Exchanging the two sums in tr M = Σₖ Σᵢ vₖ(rᵢ)² then gives the number of ligands.

```lean
omit [DecidableEq ι] in
/-- For unit directions the trace of the sum of `v vᵀ` is the number of ligands. -/
theorem trace_sigmaMatrix (r : ι → Fin 3 → ℝ) (hr : ∀ k, r k ⬝ᵥ r k = 1) :
    (sigmaMatrix r).trace = Fintype.card ι := by
  have h : ∀ k, ∑ i, sd (r k) i * sd (r k) i = 1 := fun k => sd_norm (r k) (hr k)
  simp only [Matrix.trace, Matrix.diag_apply, sigmaMatrix, Matrix.of_apply]
  rw [Finset.sum_comm]
  simp [h]
```

## Ligands at the corners of an octahedron or tetrahedron

On the octahedron,

v(±x) = (0, 0, 0, √3/2, −1/2)
v(±y) = (0, 0, 0, −√3/2, −1/2)
v(±z) = (0, 0, 0, 0, 1).

Hence M₃₃ = 4·¾ = 3, M₄₄ = 4·¼ + 2 = 3 and M₃₄ = −√3/2 + √3/2 = 0. `fin_cases` splits the claim into its 25 entries, which `simp` and `linarith` prove.

```lean
/-- Over the octahedron the sum of `v vᵀ` is diagonal, with 0 for xy, yz, zx and 3 for
x²-y² and 3z²-r². -/
theorem sigmaMatrix_octahedron :
    sigmaMatrix octahedron = Matrix.diagonal ![0, 0, 0, 3, 3] := by
  have h : Real.sqrt 3 * Real.sqrt 3 = 3 := Real.mul_self_sqrt (by norm_num)
  ext i j
  fin_cases i <;> fin_cases j <;>
    simp [sigmaMatrix, octahedron, sd, Fin.sum_univ_six] <;> linarith [h]
```

On the tetrahedron l² = m² = n² = 1/3, so the eg components vanish. The t2g components are ±1/√3; their squares sum to 4/3 and their cross products cancel in pairs. For a general shell, M need not be diagonal.

```lean
/-- Over the tetrahedron the sum of `v vᵀ` is diagonal, with 4/3 for xy, yz, zx and 0 for
x²-y² and 3z²-r². -/
theorem sigmaMatrix_tetrahedron :
    sigmaMatrix tetrahedron = Matrix.diagonal ![4 / 3, 4 / 3, 4 / 3, 0, 0] := by
  have h : Real.sqrt 3 ^ 2 = 3 := Real.sq_sqrt (by norm_num)
  have h6 : Real.sqrt 3 ^ 6 = 27 := by
    calc Real.sqrt 3 ^ 6 = (Real.sqrt 3 ^ 2) ^ 3 := by ring
      _ = 27 := by rw [h]; norm_num
  ext i j
  fin_cases i <;> fin_cases j <;>
    simp [sigmaMatrix, tetrahedron, sd, Fin.sum_univ_four] <;> linarith [h6]
```

## A state that solves the full eigenvalue equation

The hypothesis `h` says that d amplitudes c and ligand amplitudes a together solve the eigenvalue equation at energy E; unless all of them vanish, they describe a stationary state. First,

(TᵀT)ₖₗ = V² Σᵢ vₖ(rᵢ)vₗ(rᵢ) = V²Mₖₗ.

```lean
omit [DecidableEq ι] in
/-- Hopping from the d shell to the ligands and back gives `V²` times the sum of `v vᵀ`. -/
theorem hopping_gram (V : ℝ) (r : ι → Fin 3 → ℝ) :
    (hopping V r)ᵀ * hopping V r = V ^ 2 • sigmaMatrix r := by
  ext i j
  simp only [Matrix.mul_apply, Matrix.transpose_apply, hopping, Matrix.of_apply,
    Matrix.smul_apply, sigmaMatrix, smul_eq_mul, Finset.mul_sum]
  exact Finset.sum_congr rfl fun k _ => by ring
```

Reading the block equation row by row gives

Tᵀa = (E−εd)c, Tc = (E−εs)a.

```lean
/-- The eigenvalue equation of the Hamiltonian splits into one equation for the d amplitudes
`c` and one for the ligand amplitudes `a`. -/
theorem eigen_iff (εd εs V E : ℝ) (r : ι → Fin 3 → ℝ) (c : Fin 5 → ℝ) (a : ι → ℝ) :
    hamiltonian εd εs V r *ᵥ Sum.elim c a = E • Sum.elim c a ↔
      εd • c + (hopping V r)ᵀ *ᵥ a = E • c ∧ hopping V r *ᵥ c + εs • a = E • a := by
  rw [hamiltonian, Matrix.fromBlocks_mulVec]
  constructor
  · intro h
    constructor
    · funext k
      simpa [Matrix.mulVec_diagonal] using congrFun h (Sum.inl k)
    · funext i
      simpa [Matrix.mulVec_diagonal] using congrFun h (Sum.inr i)
  · rintro ⟨h1, h2⟩
    funext x
    rcases x with k | i
    · simpa [Matrix.mulVec_diagonal] using congrFun h1 k
    · simpa [Matrix.mulVec_diagonal] using congrFun h2 i
```

Therefore

(E−εd)(E−εs)c = (E−εs)Tᵀa = TᵀTc = V²Mc.

Nothing is divided by E − εs, so E = εs is allowed. The facts `ha` and `hb` are the two row equations. Without `h`, c and a are unrelated.

```lean
/-- Eliminating the ligand amplitudes from the eigenvalue equation leaves an equation for the
d amplitudes alone, governed by the sum of `v vᵀ`. -/
theorem secular (εd εs V E : ℝ) (r : ι → Fin 3 → ℝ) (c : Fin 5 → ℝ) (a : ι → ℝ)
    (h : hamiltonian εd εs V r *ᵥ Sum.elim c a = E • Sum.elim c a) :
    ((E - εd) * (E - εs)) • c = (V ^ 2 • sigmaMatrix r) *ᵥ c := by
  obtain ⟨h1, h2⟩ := (eigen_iff εd εs V E r c a).1 h
  have ha : hopping V r *ᵥ c = (E - εs) • a := by
    rw [sub_smul, ← h2]; abel
  have hb : (hopping V r)ᵀ *ᵥ a = (E - εd) • c := by
    rw [sub_smul, ← h1]; abel
  calc ((E - εd) * (E - εs)) • c = (E - εs) • ((hopping V r)ᵀ *ᵥ a) := by
        rw [hb, smul_smul, mul_comm]
    _ = (hopping V r)ᵀ *ᵥ (hopping V r *ᵥ c) := by rw [ha, Matrix.mulVec_smul]
    _ = (V ^ 2 • sigmaMatrix r) *ᵥ c := by rw [Matrix.mulVec_mulVec, hopping_gram]
```

## A nonzero d amplitude

The condition cₖ ≠ 0 says that the state has weight on orbital k, and it allows cₖ to be cancelled (`mul_right_cancel₀`). For t2g, (Tᵀa)ₖ = 0, so (E−εd)cₖ = 0 and E = εd. The proof takes this from the d row, because the eliminated equation would also admit E = εs. For eg, (E−εd)(E−εs)cₖ = 3V²cₖ.

Without the condition the conclusions can fail: equal amplitudes on all six ligands with c = 0 form a state at E = εs.

```lean
/-- In the octahedral complex, an eigenvector with some xy, yz or zx amplitude has energy `εd`,
and one with some x²-y² or 3z²-r² amplitude has `(E - εd)(E - εs) = 3V²`. -/
theorem octahedral_levels (εd εs V E : ℝ) (c : Fin 5 → ℝ) (a : Fin 6 → ℝ)
    (h : hamiltonian εd εs V octahedron *ᵥ Sum.elim c a = E • Sum.elim c a) :
    (c 0 ≠ 0 ∨ c 1 ≠ 0 ∨ c 2 ≠ 0 → E = εd) ∧
      (c 3 ≠ 0 ∨ c 4 ≠ 0 → (E - εd) * (E - εs) = 3 * V ^ 2) := by
  constructor
  · -- the t2g orbitals have no hopping to any ligand
    have h1 := ((eigen_iff εd εs V E octahedron c a).1 h).1
    have key : ∀ k, ((hopping V octahedron)ᵀ *ᵥ a) k = 0 → c k ≠ 0 → E = εd := by
      intro k hk hc
      have e := congrFun h1 k
      simp only [Pi.add_apply, Pi.smul_apply, smul_eq_mul, hk] at e
      exact mul_right_cancel₀ hc (by linarith)
    rintro (hc | hc | hc)
    · exact key 0 (by simp [Matrix.mulVec, dotProduct, hopping, octahedron, sd,
        Fin.sum_univ_six]) hc
    · exact key 1 (by simp [Matrix.mulVec, dotProduct, hopping, octahedron, sd,
        Fin.sum_univ_six]) hc
    · exact key 2 (by simp [Matrix.mulVec, dotProduct, hopping, octahedron, sd,
        Fin.sum_univ_six]) hc
  · -- the eg orbitals see the diagonal entry 3
    have hs := secular εd εs V E octahedron c a h
    rw [sigmaMatrix_octahedron, Matrix.smul_mulVec] at hs
    rintro (hc | hc)
    · have e := congrFun hs 3
      simp only [Pi.smul_apply, smul_eq_mul, Matrix.mulVec_diagonal, Matrix.cons_val] at e
      exact mul_right_cancel₀ hc (by linarith)
    · have e := congrFun hs 4
      simp only [Pi.smul_apply, smul_eq_mul, Matrix.mulVec_diagonal, Matrix.cons_val] at e
      exact mul_right_cancel₀ hc (by linarith)
```

## An eigenvector of M at a matching energy

Conversely, `hc` says that M multiplies the d combination c by a number, Mc = qc, and `hE` says that E is a root of the matching quadratic equation. Take d amplitudes (E−εs)c and ligand amplitudes Tc. The d row is

εd(E−εs)c + qV²c = E(E−εs)c,

and the ligand row is (E−εs)Tc + εsTc = E Tc. Without `hc`, TᵀTc need not be parallel to c; without `hE`, the d row fails for nonzero c. If E = εs, then `hE` gives qV² = 0, so |Tc|² = qV²|c|² = 0 and the constructed vector is zero. It is also zero if c = 0. It is a genuine state, up to normalisation, exactly when c ≠ 0 and E ≠ εs.

```lean
/-- If `c` is an eigenvector of the sum of `v vᵀ` with eigenvalue `q` and
`(E - εd)(E - εs) = q V²`, then d amplitudes `(E - εs) c` with ligand amplitudes given by
hopping from `c` solve the eigenvalue equation at energy `E`. -/
theorem coupled_state (εd εs V E q : ℝ) (r : ι → Fin 3 → ℝ) (c : Fin 5 → ℝ)
    (hc : sigmaMatrix r *ᵥ c = q • c) (hE : (E - εd) * (E - εs) = q * V ^ 2) :
    hamiltonian εd εs V r *ᵥ Sum.elim ((E - εs) • c) (hopping V r *ᵥ c) =
      E • Sum.elim ((E - εs) • c) (hopping V r *ᵥ c) := by
  rw [eigen_iff]
  constructor
  · rw [Matrix.mulVec_mulVec, hopping_gram, Matrix.smul_mulVec, hc]
    funext k
    simp only [Pi.add_apply, Pi.smul_apply, smul_eq_mul]
    linear_combination (-(c k)) * hE
  · rw [Matrix.mulVec_smul]
    module

end

end SlaterKosterSD
```

```lean
#print axioms SlaterKosterSD.trace_sigmaMatrix
-- 'SlaterKosterSD.trace_sigmaMatrix' depends on axioms: [propext, Classical.choice, Quot.sound]
#print axioms SlaterKosterSD.sigmaMatrix_tetrahedron
-- 'SlaterKosterSD.sigmaMatrix_tetrahedron' depends on axioms: [propext, Classical.choice, Quot.sound]
#print axioms SlaterKosterSD.octahedral_levels
-- 'SlaterKosterSD.octahedral_levels' depends on axioms: [propext, Classical.choice, Quot.sound]
#print axioms SlaterKosterSD.coupled_state
-- 'SlaterKosterSD.coupled_state' depends on axioms: [propext, Classical.choice, Quot.sound]
```

## Numbers for one octahedral complex

Take εd = 0, εs = −2, V = −1; a negative V is usual when the s orbital is in phase with the d lobe that faces it. The t2g level stays at 0, and eg obeys E(E+2) = 3, so E = 1 or −3. At E = 1, the 3z²−r² state has d amplitude 3 and ligand amplitudes (½, ½, ½, ½, −1, −1), out of phase with the facing d lobes. Its squared norm is 9 + 3 = 12; after normalisation the d amplitude is √3/2 and the d weight 3/4.
